# McWeeny purification of $P_0=ZX_0Z^{\mathsf H}$ follows the orthonormal iteration when $Z^{\mathsf H}SZ=1$

Let $S$ be the overlap matrix of $n$ basis functions and let $Z$ be an $n\times m$ matrix with $Z^{\mathsf H}SZ=1$, where $\mathsf H$ denotes the conjugate transpose. Start from $P_0=ZX_0Z^{\mathsf H}$ and iterate

$$P_{k+1}=3P_kSP_k-2P_kSP_kSP_k,\qquad X_{k+1}=3X_k^2-2X_k^3 .$$

Then, for every $k\ge 0$,

$$P_k=ZX_kZ^{\mathsf H},\qquad \operatorname{tr}(P_kS)=\operatorname{tr}X_k .$$

In exact arithmetic and a finite basis, a density-matrix code may therefore purify in either representation and obtain the same electron count at each step. The matrices may be real or complex; for real ones $Z^{\mathsf H}=Z^{\mathsf T}$.

## No condition on the spectrum of the density matrix

The scalar type `𝕜` is $\mathbb R$ or $\mathbb C$, through `RCLike`. The finite types `n` and `m` label the original and the orthonormal functions.

```lean
import Mathlib

open Matrix Filter Topology

namespace NonorthogonalPurification

noncomputable section

variable {𝕜 m n : Type*} [RCLike 𝕜] [Fintype m] [Fintype n]
```

The orthonormal step is a polynomial in a square matrix $X$.

```lean
/-- The McWeeny purification step `3X² - 2X³` in an orthonormal basis. -/
def purify (X : Matrix m m 𝕜) : Matrix m m 𝕜 :=
  (3 : 𝕜) • (X * X) - (2 : 𝕜) • (X * X * X)
```

In the non-orthogonal basis, $S$ stands between neighbouring density matrices.

```lean
/-- The McWeeny purification step `3PSP - 2PSPSP` in a basis with overlap matrix `S`. -/
def purifyOverlap (S P : Matrix n n 𝕜) : Matrix n n 𝕜 :=
  (3 : 𝕜) • (P * S * P) - (2 : 𝕜) • (P * S * P * S * P)
```

Physically, $X$ approximates a projector onto occupied spin orbitals, with occupations near 0 or 1. Neither definition requires this, nor that $X$ be Hermitian. Without such a condition the iteration may diverge: the $1\times1$ matrix $X_0=2$ gives $X_1=12-16=-4$. The correspondence between the two iterations still holds, because it is purely algebraic.

The trace rule needs no condition either. For any $n\times n$ operator matrix $A$, moving $Z$ cyclically from the front to the back gives

$$\operatorname{tr}(ZXZ^{\mathsf H}A)=\operatorname{tr}(XZ^{\mathsf H}AZ).$$

The proof regroups the product, applies `Matrix.trace_mul_comm`, and regroups again.

```lean
/-- The trace of a transformed density matrix with an operator matrix `A` equals the trace of
the original density matrix with the transformed operator `Zᴴ A Z`. -/
theorem trace_transform (Z : Matrix n m 𝕜) (X : Matrix m m 𝕜) (A : Matrix n n 𝕜) :
    trace (Z * X * Zᴴ * A) = trace (X * (Zᴴ * A * Z)) := by
  calc trace (Z * X * Zᴴ * A) = trace (Z * (X * Zᴴ * A)) := by
        simp only [Matrix.mul_assoc]
    _ = trace (X * Zᴴ * A * Z) := Matrix.trace_mul_comm _ _
    _ = trace (X * (Zᴴ * A * Z)) := by simp only [Matrix.mul_assoc]
```

## Orthonormal columns: $Z^{\mathsf H}SZ=1$

The columns of $Z$ hold the coefficients of $m$ functions that are orthonormal in the metric $S$. The matrix may be rectangular, as when near-dependent combinations have been discarded. In Lean the condition is the hypothesis `h : Zᴴ * S * Z = 1`. Nothing else is required of $S$ as a separate assumption, not even that it be Hermitian.

By hand, the condition acts where two transformed matrices meet:

$$(ZXZ^{\mathsf H})S(ZYZ^{\mathsf H})=ZX(Z^{\mathsf H}SZ)YZ^{\mathsf H}=Z(XY)Z^{\mathsf H}.$$

The lemma `transform_mul` follows the same line: associativity exposes the middle factor, and `rw [h, Matrix.mul_one]` removes it.

```lean
variable [DecidableEq m]

/-- If the columns of `Z` are orthonormal with respect to the overlap `S`, the product through
`S` of two transformed matrices is the transform of their ordinary product. -/
theorem transform_mul {S : Matrix n n 𝕜} {Z : Matrix n m 𝕜} (h : Zᴴ * S * Z = 1)
    (X Y : Matrix m m 𝕜) :
    (Z * X * Zᴴ) * S * (Z * Y * Zᴴ) = Z * (X * Y) * Zᴴ := by
  calc (Z * X * Zᴴ) * S * (Z * Y * Zᴴ) = Z * X * (Zᴴ * S * Z) * Y * Zᴴ := by
        simp only [Matrix.mul_assoc]
    _ = Z * X * Y * Zᴴ := by rw [h, Matrix.mul_one]
    _ = Z * (X * Y) * Zᴴ := by simp only [Matrix.mul_assoc]
```

Write $P=ZXZ^{\mathsf H}$. Using the product rule once gives $PSP=ZX^2Z^{\mathsf H}$, and using it again gives $PSPSP=ZX^3Z^{\mathsf H}$. Hence

$$3PSP-2PSPSP=Z(3X^2-2X^3)Z^{\mathsf H}.$$

The two rewrites with `transform_mul` below are these two uses; the final simplification distributes $Z$ and $Z^{\mathsf H}$ over the difference and the scalar factors.

```lean
/-- One purification step in the non-orthogonal basis is the transform of one step in the
orthonormal basis. -/
theorem purifyOverlap_transform {S : Matrix n n 𝕜} {Z : Matrix n m 𝕜}
    (h : Zᴴ * S * Z = 1) (X : Matrix m m 𝕜) :
    purifyOverlap S (Z * X * Zᴴ) = Z * purify X * Zᴴ := by
  unfold purifyOverlap purify
  -- each overlap product collapses to an ordinary product
  rw [transform_mul h X X, transform_mul h (X * X) X]
  simp only [Matrix.mul_sub, Matrix.sub_mul, Matrix.mul_smul, Matrix.smul_mul]
```

Without orthonormality, put $M=Z^{\mathsf H}SZ$. The same calculation gives $Z(3XMX-2XMXMX)Z^{\mathsf H}$, so the inner iteration is again a non-orthogonal one, with overlap $M$. For $1\times1$ matrices with $S=1$, $Z=2$ and $X=1$, the non-orthogonal step takes $P=4$ to $48-128=-80$, whereas $Z(3X^2-2X^3)Z^{\mathsf H}=4$.

## A starting matrix inside the span: $P_0=ZX_0Z^{\mathsf H}$

This condition says that the initial density matrix is built only from the functions retained in $Z$. Lean encodes it by writing the starting argument as `Z * X * Zᴴ`, so `X` plays the part of $X_0$. The notation `^[k]` means $k$ applications of a map.

At $k=0$ the claim is the assumed form of $P_0$. If $P_k=ZX_kZ^{\mathsf H}$, the one-step identity gives $P_{k+1}=ZX_{k+1}Z^{\mathsf H}$. The trace rule with $A=S$ then gives

$$\operatorname{tr}(P_kS)=\operatorname{tr}(X_kZ^{\mathsf H}SZ)=\operatorname{tr}X_k.$$

The Lean induction has these two cases, with `purifyOverlap_transform` supplying the step. The hypothesis `h` is used once more in the trace.

```lean
/-- After any number `k` of purification steps the density matrix in the non-orthogonal basis is
the transform of the orthonormal iterate, and its electron count `tr(P S)` is the trace of that
iterate. -/
theorem purification_iterate {S : Matrix n n 𝕜} {Z : Matrix n m 𝕜}
    (h : Zᴴ * S * Z = 1) (X : Matrix m m 𝕜) (k : ℕ) :
    (purifyOverlap S)^[k] (Z * X * Zᴴ) = Z * purify^[k] X * Zᴴ ∧
      trace ((purifyOverlap S)^[k] (Z * X * Zᴴ) * S) = trace (purify^[k] X) := by
  have hk : (purifyOverlap S)^[k] (Z * X * Zᴴ) = Z * purify^[k] X * Zᴴ := by
    induction k with
    | zero => rfl
    | succ k ih =>
      rw [Function.iterate_succ_apply', Function.iterate_succ_apply', ih,
        purifyOverlap_transform h]
  refine ⟨hk, ?_⟩
  -- cyclicity of the trace brings the factors together as `Zᴴ S Z = 1`
  rw [hk, trace_transform, h, Matrix.mul_one]
```

The count agrees between representations at each $k$, but it need not stay constant as $k$ changes. For spin orbitals $\operatorname{tr}(P_kS)$ is the electron number; a closed-shell spatial density matrix normalised to occupation 1 needs a factor of 2.

Keeping $A$ general gives expectation values of one-electron operators throughout the iteration: $\operatorname{tr}(P_kA)=\operatorname{tr}(X_kZ^{\mathsf H}AZ)$. The proof substitutes the formula for $P_k$ and applies the trace rule.

```lean
/-- At every purification step the expectation value `tr(P A)` of an operator matrix `A` can be
computed from the orthonormal iterate and the transformed operator `Zᴴ A Z`. -/
theorem expectation_iterate {S : Matrix n n 𝕜} {Z : Matrix n m 𝕜}
    (h : Zᴴ * S * Z = 1) (X : Matrix m m 𝕜) (A : Matrix n n 𝕜) (k : ℕ) :
    trace ((purifyOverlap S)^[k] (Z * X * Zᴴ) * A) =
      trace (purify^[k] X * (Zᴴ * A * Z)) := by
  rw [(purification_iterate h X k).1, trace_transform]
```

The orthonormal matrix can also be read back from $P=ZXZ^{\mathsf H}$:

$$Z^{\mathsf H}SPSZ=(Z^{\mathsf H}SZ)X(Z^{\mathsf H}SZ)=X.$$

```lean
/-- The orthonormal-basis matrix `X` is recovered from `P = Z X Zᴴ` as `Zᴴ S P S Z`. -/
theorem recover {S : Matrix n n 𝕜} {Z : Matrix n m 𝕜} (h : Zᴴ * S * Z = 1)
    (X : Matrix m m 𝕜) : Zᴴ * S * (Z * X * Zᴴ) * S * Z = X := by
  calc Zᴴ * S * (Z * X * Zᴴ) * S * Z = (Zᴴ * S * Z) * X * (Zᴴ * S * Z) := by
        simp only [Matrix.mul_assoc]
    _ = X := by rw [h, Matrix.one_mul, Matrix.mul_one]
```

Both $Y\mapsto ZYZ^{\mathsf H}$ and $P\mapsto Z^{\mathsf H}SPSZ$ are continuous, being built from matrix multiplications. If $X_k\to L$, the first map gives $P_k\to ZLZ^{\mathsf H}$. If $P_k\to ZLZ^{\mathsf H}$, the second gives $X_k\to L$. The two branches of the next proof apply these maps to the limits. The equivalence transfers convergence between the representations without establishing that either sequence converges.

```lean
/-- Purification in the non-orthogonal basis converges to `Z L Zᴴ` exactly when purification in
the orthonormal basis converges to `L`. -/
theorem tendsto_iff {S : Matrix n n 𝕜} {Z : Matrix n m 𝕜} (h : Zᴴ * S * Z = 1)
    (X L : Matrix m m 𝕜) :
    Tendsto (fun k : ℕ => (purifyOverlap S)^[k] (Z * X * Zᴴ)) atTop (𝓝 (Z * L * Zᴴ)) ↔
      Tendsto (fun k : ℕ => purify^[k] X) atTop (𝓝 L) := by
  have hk : ∀ k : ℕ, (purifyOverlap S)^[k] (Z * X * Zᴴ) = Z * purify^[k] X * Zᴴ :=
    fun k => (purification_iterate h X k).1
  simp only [hk]
  constructor
  · intro ht
    -- apply the continuous map that recovers the orthonormal matrix
    have hc : Continuous (fun P : Matrix n n 𝕜 => Zᴴ * S * P * S * Z) :=
      ((continuous_const.matrix_mul continuous_id).matrix_mul
        continuous_const).matrix_mul continuous_const
    have h2 := (hc.tendsto (Z * L * Zᴴ)).comp ht
    simpa only [Function.comp_def, recover h] using h2
  · intro ht
    have hc : Continuous (fun Y : Matrix m m 𝕜 => Z * Y * Zᴴ) :=
      (continuous_const.matrix_mul continuous_id).matrix_mul continuous_const
    exact (hc.tendsto L).comp ht
```

Without the condition on $P_0$, a rectangular $Z$ can miss part of the density. Take $S$ to be the $2\times2$ identity, $Z=(1,0)^{\mathsf T}$ and $P_0=1$. Every $P_k$ equals the identity, with trace 2, while matrices $ZXZ^{\mathsf H}$ have a zero in the lower right corner.

## A square $Z$ admits every starting matrix

When $m=n$, no function has been discarded. The condition $Z^{\mathsf H}SZ=1$ then makes $Z$ invertible, with

$$Z(Z^{\mathsf H}S)=1,\qquad (SZ)Z^{\mathsf H}=1.$$

For arbitrary $P$, set $X=Z^{\mathsf H}SPSZ$. Then

$$ZXZ^{\mathsf H}=(ZZ^{\mathsf H}S)P(SZZ^{\mathsf H})=P,$$

so the assumption on the starting matrix is automatically satisfied. In Lean, squareness is expressed by giving `S` and `Z` the same index type on both sides. It enters through `mul_eq_one_comm`, which turns one-sided inverses into two-sided ones; `hP` is the displayed reconstruction.

```lean
/-- For a square `Z`, purification of an arbitrary starting matrix `P` can be carried out on
`Zᴴ S P S Z` in the orthonormal basis and transformed back at the end. -/
theorem purification_iterate_square {S Z : Matrix m m 𝕜} (h : Zᴴ * S * Z = 1)
    (P : Matrix m m 𝕜) (k : ℕ) :
    (purifyOverlap S)^[k] P = Z * purify^[k] (Zᴴ * S * P * S * Z) * Zᴴ := by
  -- for square matrices a one-sided inverse is two-sided
  have h1 : Z * (Zᴴ * S) = 1 := mul_eq_one_comm.mp h
  have h2 : S * Z * Zᴴ = 1 := mul_eq_one_comm.mp (by rw [← Matrix.mul_assoc]; exact h)
  have hP : Z * (Zᴴ * S * P * S * Z) * Zᴴ = P := by
    calc Z * (Zᴴ * S * P * S * Z) * Zᴴ = (Z * (Zᴴ * S)) * P * (S * Z * Zᴴ) := by
          simp only [Matrix.mul_assoc]
      _ = P := by rw [h1, h2, Matrix.one_mul, Matrix.mul_one]
  have h3 := (purification_iterate h (Zᴴ * S * P * S * Z) k).1
  rwa [hP] at h3
```

The preceding rectangular example shows what squareness contributes: there $Z^{\mathsf H}SP_0SZ=1$, but transforming back yields $\operatorname{diag}(1,0)$ and not $P_0$.

## A two-function basis that meets the condition

The matrices

$$S=\begin{pmatrix}1&1\\1&2\end{pmatrix},\qquad Z=\begin{pmatrix}1&-1\\0&1\end{pmatrix}$$

satisfy $Z^{\mathsf T}SZ=1$. The off-diagonal entry 1 of $S$ shows that the original functions are not orthogonal, and the diagonal entry 2 shows that the second is not normalised. The Lean proof checks the four entries.

```lean
/-- Two basis functions with overlap matrix `!![1, 1; 1, 2]` are orthonormalised by the
triangular matrix `!![1, -1; 0, 1]`. -/
theorem orthonormalisation_witness :
    (!![1, -1; 0, 1] : Matrix (Fin 2) (Fin 2) ℝ)ᴴ * !![1, 1; 1, 2] * !![1, -1; 0, 1] = 1 := by
  ext i j
  fin_cases i <;> fin_cases j <;>
    norm_num [Matrix.mul_apply, Fin.sum_univ_two, Matrix.conjTranspose_apply, Matrix.one_apply]

end

end NonorthogonalPurification
```

Take $X_0=\operatorname{diag}(0.9,\,0.2)$. Then

$$P_0=\begin{pmatrix}1.1&-0.2\\-0.2&0.2\end{pmatrix},\qquad
P_0SP_0=\begin{pmatrix}0.85&-0.04\\-0.04&0.04\end{pmatrix},$$

$$P_0SP_0SP_0=\begin{pmatrix}0.737&-0.008\\-0.008&0.008\end{pmatrix},\qquad
P_1=\begin{pmatrix}1.076&-0.104\\-0.104&0.104\end{pmatrix}.$$

The orthonormal step gives $X_1=\operatorname{diag}(0.972,\,0.104)$, and $ZX_1Z^{\mathsf T}$ is the same $P_1$. Both counts move from 1.1 to 1.076.

## Fixing $Z$ as $S^{-1/2}$

Another model would assume that $S$ is positive definite and define $Z=S^{-1/2}$. Orthonormality would then be derived instead of assumed, and every $P_0$ would be admissible. The price would be generality: triangular factors such as the one above, and rectangular matrices that discard functions, would need separate treatment.

Either model describes exact matrix products. Linear-scaling programs also drop small matrix elements, and after such truncation the two iterations need no longer agree exactly.

```lean
#print axioms NonorthogonalPurification.purification_iterate
#print axioms NonorthogonalPurification.expectation_iterate
#print axioms NonorthogonalPurification.tendsto_iff
#print axioms NonorthogonalPurification.purification_iterate_square
```

```
'NonorthogonalPurification.purification_iterate' depends on axioms: [propext, Classical.choice, Quot.sound]
'NonorthogonalPurification.expectation_iterate' depends on axioms: [propext, Classical.choice, Quot.sound]
'NonorthogonalPurification.tendsto_iff' depends on axioms: [propext, Classical.choice, Quot.sound]
'NonorthogonalPurification.purification_iterate_square' depends on axioms: [propext, Classical.choice, Quot.sound]
```
